# Top-down fragment increments are signed sums of the ordinary increments over all containing clusters

I take one molecule out of a cluster, recompute the energy and subtract it from the energy of the full cluster. For two molecules $i$ and $j$ I form the double difference: full cluster, minus the cluster without $i$, minus the cluster without $j$, plus the cluster without both. I had expected this to be the two-body term of the usual many-body expansion, but for a water trimer the numbers disagree. What does my double difference measure? And if the usual expansion stops at two-body terms, does the top-down one stop there too?

## The double difference collects every cluster that contains the pair

In your trimer, the double difference for molecules 1 and 2 is their two-body term plus the three-body term. In a dimer it would be the two-body term alone. As for stopping, if all ordinary terms beyond order $n$ vanish exactly, so do all top-down terms beyond order $n$, and conversely.

Let $F$ be the full set of fragments, $E(S)$ the energy of the subsystem $S$, and $S^c=F\setminus S$. The ordinary increment (the $|S|$-body term) and the top-down energy function are

$$D(S)=\sum_{T\subseteq S}(-1)^{|S\setminus T|}E(T),\qquad G(S)=E(S^c).$$

Write $D_G$ for the increment built from $G$ in the same way. The claim is

$$D_G(S)=(-1)^{|S|}\sum_{T\supseteq S}D(T).$$

Insert the definition of $D(T)$ and exchange the sums:

$$\sum_{T\supseteq S}D(T)=\sum_U E(U)\sum_{T\supseteq S\cup U}(-1)^{|T\setminus U|}.$$

Since $U\subseteq T$, we have $|U^c|=|T\setminus U|+|T^c|$, so the sign equals $(-1)^{|U^c|}(-1)^{|T^c|}$. Put $W=S\cup U$. As $T$ runs over the sets containing $W$, $T^c$ runs over all subsets of $W^c$, and

$$\sum_{T\supseteq W}(-1)^{|T^c|}=(1-1)^{|W^c|},$$

which is 1 if $W=F$ and 0 otherwise. Only those $U$ with $S\cup U=F$ survive, that is, $U=V^c$ with $V\subseteq S$. Hence

$$\sum_{T\supseteq S}D(T)=\sum_{V\subseteq S}(-1)^{|V|}E(V^c).$$

For $S=\{i,j\}$ the right-hand side is your double difference. For general $S$, $|S|=|S\setminus V|+|V|$ gives $(-1)^{|S\setminus V|}=(-1)^{|S|}(-1)^{|V|}$, which turns the right-hand side into $(-1)^{|S|}D_G(S)$ and proves the claim.

Here is the same argument in Lean 4:

```lean
import Mathlib

namespace TopDownFragmentRemoval

variable {ι A : Type*} [Fintype ι] [DecidableEq ι] [AddCommGroup A]

/-- The inclusion-exclusion increment of `E` at the cluster `S`: the sum of the energies of all
subclusters `T` of `S`, with a sign for each fragment of `S` missing from `T`. -/
def increment (E : Finset ι → A) (S : Finset ι) : A :=
  ∑ T ∈ S.powerset, (-1 : ℤ) ^ (S \ T).card • E T

/-- The top-down energy function: the energy of what is left when the fragments in `S` are
removed from the full system. -/
def removal (E : Finset ι → A) (S : Finset ι) : A := E Sᶜ

omit [AddCommGroup A] in
/-- Passing to the top-down energy function twice gives back the original energy function. -/
theorem removal_removal (E : Finset ι → A) : removal (removal E) = E := by
  funext S
  simp only [removal, compl_compl]

/-- The alternating sum over all clusters containing `W`, signed by the number of absent
fragments, is one if `W` is the full system and zero otherwise. -/
theorem alternating_sum_supersets (W : Finset ι) :
    ∑ T : Finset ι with W ⊆ T, (-1 : ℤ) ^ (Tᶜ).card = if W = Finset.univ then 1 else 0 := by
  -- pass to the absent fragments, which form an arbitrary subset of the complement of `W`
  have h : ∑ T : Finset ι with W ⊆ T, (-1 : ℤ) ^ (Tᶜ).card
      = ∑ V ∈ (Wᶜ).powerset, (-1 : ℤ) ^ V.card := by
    refine Finset.sum_bij' (fun T _ => Tᶜ) (fun V _ => Vᶜ) ?_ ?_ ?_ ?_ ?_
    · intro T hT
      refine Finset.mem_powerset.mpr (fun x hx => Finset.mem_compl.mpr (fun hxW => ?_))
      exact Finset.mem_compl.mp hx ((Finset.mem_filter.mp hT).2 hxW)
    · intro V hV
      refine Finset.mem_filter.mpr ⟨Finset.mem_univ _, fun x hx => ?_⟩
      exact Finset.mem_compl.mpr
        (fun hxV => Finset.mem_compl.mp (Finset.mem_powerset.mp hV hxV) hx)
    · intro T _
      exact compl_compl T
    · intro V _
      exact compl_compl V
    · intro T _
      rfl
  rw [h, Finset.sum_powerset_neg_one_pow_card]
  by_cases hW : W = Finset.univ <;> simp [hW]

/-- The sum of all increments of clusters containing `S` is the alternating sum of the energies
left after removing the subsets of `S` from the full system. -/
theorem sum_increment_supersets (E : Finset ι → A) (S : Finset ι) :
    ∑ T : Finset ι with S ⊆ T, increment E T
      = ∑ V ∈ S.powerset, (-1 : ℤ) ^ V.card • E Vᶜ := by
  unfold increment
  -- collect the coefficient of each subsystem energy `E U`
  rw [Finset.sum_comm' (t' := Finset.univ)
    (s' := fun U => Finset.univ.filter (fun T => S ∪ U ⊆ T))
    (by intro T U; simp [Finset.union_subset_iff])]
  have inner : ∀ U : Finset ι,
      ∑ T : Finset ι with S ∪ U ⊆ T, (-1 : ℤ) ^ (T \ U).card • E U
        = if S ∪ U = Finset.univ then (-1 : ℤ) ^ (Uᶜ).card • E U else 0 := by
    intro U
    have sign : ∀ T ∈ Finset.univ.filter (fun T : Finset ι => S ∪ U ⊆ T),
        (-1 : ℤ) ^ (T \ U).card • E U
          = ((-1 : ℤ) ^ (Uᶜ).card * (-1 : ℤ) ^ (Tᶜ).card) • E U := by
      intro T hT
      have hU : U ⊆ T := fun x hx =>
        (Finset.mem_filter.mp hT).2 (Finset.mem_union_right S hx)
      have hc : (Uᶜ).card = (T \ U).card + (Tᶜ).card := by
        have h1 := Finset.card_sdiff_add_card_eq_card hU
        have h2 := Finset.card_add_card_compl U
        have h3 := Finset.card_add_card_compl T
        omega
      have hs : (-1 : ℤ) ^ (Tᶜ).card * (-1 : ℤ) ^ (Tᶜ).card = 1 := by
        rw [← mul_pow]
        norm_num
      rw [hc, pow_add, mul_assoc, hs, mul_one]
    rw [Finset.sum_congr rfl sign, ← Finset.sum_smul, ← Finset.mul_sum,
      alternating_sum_supersets]
    split_ifs <;> simp
  rw [Finset.sum_congr rfl (fun U _ => inner U), ← Finset.sum_filter]
  -- the surviving subsystems are the complements of subsets of `S`
  refine Finset.sum_bij' (fun U _ => Uᶜ) (fun V _ => Vᶜ) ?_ ?_ ?_ ?_ ?_
  · intro U hU
    refine Finset.mem_powerset.mpr (fun x hx => ?_)
    have hx' : x ∈ S ∪ U := by
      rw [(Finset.mem_filter.mp hU).2]
      exact Finset.mem_univ x
    exact (Finset.mem_union.mp hx').resolve_right (Finset.mem_compl.mp hx)
  · intro V hV
    refine Finset.mem_filter.mpr ⟨Finset.mem_univ _, Finset.eq_univ_iff_forall.mpr ?_⟩
    intro x
    by_cases hx : x ∈ V
    · exact Finset.mem_union_left _ (Finset.mem_powerset.mp hV hx)
    · exact Finset.mem_union_right _ (Finset.mem_compl.mpr hx)
  · intro U _
    exact compl_compl U
  · intro V _
    exact compl_compl V
  · intro U _
    simp only [compl_compl]

/-- The top-down increment at `S` is `(-1) ^ |S|` times the sum of the ordinary increments of
all clusters containing `S`. -/
theorem increment_removal (E : Finset ι → A) (S : Finset ι) :
    increment (removal E) S
      = (-1 : ℤ) ^ S.card • ∑ T : Finset ι with S ⊆ T, increment E T := by
  rw [sum_increment_supersets, Finset.smul_sum]
  unfold increment removal
  refine Finset.sum_congr rfl (fun V hV => ?_)
  have hc := Finset.card_sdiff_add_card_eq_card (Finset.mem_powerset.mp hV)
  have hs : (-1 : ℤ) ^ V.card * (-1 : ℤ) ^ V.card = 1 := by
    rw [← mul_pow]
    norm_num
  rw [smul_smul, ← hc, pow_add, mul_assoc, hs, mul_one]

/-- The ordinary increment at `S` is `(-1) ^ |S|` times the sum of the top-down increments of
all clusters containing `S`. -/
theorem increment_eq_sum_removal (E : Finset ι → A) (S : Finset ι) :
    increment E S
      = (-1 : ℤ) ^ S.card • ∑ T : Finset ι with S ⊆ T, increment (removal E) T := by
  have h := increment_removal (removal E) S
  rwa [removal_removal] at h

/-- All ordinary increments of clusters with more than `n` fragments vanish if and only if all
top-down increments of clusters with more than `n` fragments vanish. -/
theorem truncation_iff (E : Finset ι → A) (n : ℕ) :
    (∀ S : Finset ι, n < S.card → increment E S = 0) ↔
      ∀ S : Finset ι, n < S.card → increment (removal E) S = 0 := by
  have key : ∀ F : Finset ι → A, (∀ S : Finset ι, n < S.card → increment F S = 0) →
      ∀ S : Finset ι, n < S.card → increment (removal F) S = 0 := by
    intro F h S hS
    rw [increment_removal, Finset.sum_eq_zero, smul_zero]
    intro T hT
    exact h T (lt_of_lt_of_le hS (Finset.card_le_card (Finset.mem_filter.mp hT).2))
  refine ⟨key E, fun h => ?_⟩
  have h' := key (removal E) h
  rwa [removal_removal] at h'

/-- If the ordinary increments of all clusters strictly containing `S` vanish, the top-down
increment at `S` is `(-1) ^ |S|` times the ordinary one. -/
theorem increment_removal_of_top (E : Finset ι → A) (S : Finset ι)
    (h : ∀ T : Finset ι, S ⊂ T → increment E T = 0) :
    increment (removal E) S = (-1 : ℤ) ^ S.card • increment E S := by
  rw [increment_removal, Finset.sum_eq_single S]
  · intro T hT hne
    exact h T (Finset.ssubset_iff_subset_ne.mpr ⟨(Finset.mem_filter.mp hT).2, hne.symm⟩)
  · intro hS
    exact absurd (Finset.mem_filter.mpr ⟨Finset.mem_univ S, Finset.Subset.refl S⟩) hS

/-- The energy of the full system minus its energy without fragment `i` is the sum of the
increments of all clusters that contain `i`. -/
theorem single_removal (E : Finset ι → A) (i : ι) :
    E Finset.univ - E {i}ᶜ = ∑ T : Finset ι with i ∈ T, increment E T := by
  have h := sum_increment_supersets E (insert i ∅)
  simp only [Finset.sum_powerset_insert (Finset.notMem_empty i)] at h
  simp only [Finset.powerset_empty, Finset.sum_singleton, Finset.card_empty, pow_zero, one_smul,
    Finset.compl_empty, insert_empty_eq, Finset.card_singleton, pow_one, neg_smul,
    Finset.singleton_subset_iff] at h
  rw [h]
  abel

/-- For two distinct fragments `i` and `j`, the double difference of energies under their removal
is the sum of the increments of all clusters that contain both. -/
theorem pair_removal (E : Finset ι → A) {i j : ι} (hij : i ≠ j) :
    E Finset.univ - E {i}ᶜ - E {j}ᶜ + E {i, j}ᶜ
      = ∑ T : Finset ι with i ∈ T ∧ j ∈ T, increment E T := by
  have hi : i ∉ (insert j ∅ : Finset ι) := by simp [hij]
  have h := sum_increment_supersets E (insert i (insert j ∅))
  simp only [Finset.sum_powerset_insert hi,
    Finset.sum_powerset_insert (Finset.notMem_empty j)] at h
  simp only [Finset.powerset_empty, Finset.sum_singleton, Finset.card_empty, pow_zero, one_smul,
    Finset.compl_empty, insert_empty_eq, Finset.card_singleton, pow_one, neg_smul,
    Finset.card_pair hij, neg_one_sq, Finset.insert_subset_iff,
    Finset.singleton_subset_iff] at h
  rw [h]
  abel

end TopDownFragmentRemoval
```

```lean
#print axioms TopDownFragmentRemoval.increment_eq_sum_removal
-- 'TopDownFragmentRemoval.increment_eq_sum_removal' depends on axioms: [propext, Classical.choice, Quot.sound]
#print axioms TopDownFragmentRemoval.increment_removal_of_top
-- 'TopDownFragmentRemoval.increment_removal_of_top' depends on axioms: [propext, Classical.choice, Quot.sound]
#print axioms TopDownFragmentRemoval.single_removal
-- 'TopDownFragmentRemoval.single_removal' depends on axioms: [propext, Classical.choice, Quot.sound]
#print axioms TopDownFragmentRemoval.pair_removal
-- 'TopDownFragmentRemoval.pair_removal' depends on axioms: [propext, Classical.choice, Quot.sound]
```

The main theorem is `increment_removal`. The finite type `ι` labels the fragments, a `Finset ι` is a cluster, and `Finset.univ` is $F$. `increment E` is $D$, and `removal E` is $G$: despite its name, it is the energy of what remains, not the energy cost of removal. Values lie in any additive commutative group `A`, so `E` may equally be a dipole vector; `•` multiplies by the integer sign. Neither size consistency nor $E(\emptyset)=0$ is assumed.

For fragment methods in electronic structure, the identity relates the two expansions of a finite system whenever every subset has one fixed energy. Whether your calculations supply such a function is the step left to you: if the basis set or the capping of cut bonds for the same subset differs between the two expansions, the identity need not hold. Nor does the exact vanishing in `truncation_iff` bound the error when higher terms are merely small.

In the proof, `alternating_sum_supersets` is the $(1-1)^{|W^c|}$ step, with `Finset.sum_bij'` passing to complements. `sum_increment_supersets` exchanges the sums by `Finset.sum_comm'`, splits the sign in `sign`, evaluates the inner sum in `inner`, and relabels the surviving $U$ as $V^c$. `increment_removal` then compares signs term by term.

Removing twice restores $E$ (`removal_removal`), so applying the theorem to $G$ gives the inverse formula `increment_eq_sum_removal`. For `truncation_iff`, every cluster containing $S$ has at least $|S|$ fragments, so each term in the sum vanishes; the converse is the same argument for $G$. In `increment_removal_of_top` the ordinary increments of all clusters strictly containing $S$ are assumed to vanish, so only $T=S$ remains in the sum.

Your two differences are `single_removal` and `pair_removal`, obtained by writing out the subsets of $\{i\}$ and of $\{i,j\}$ with $i\neq j$. The single difference $E(F)-E(\{i\}^c)$ is the sum of all increments containing $i$, and equals $-D_G(\{i\})$; for a pair the sign is plus.
